# Landé projection shortens the magnetic moment when L, S and J are all positive

To find the Curie constant of a free ion with only one $J$ level populated, one inserts the squared length of the projected moment $g\mathbf J$. Inserting that of the full moment $\mathbf L+2\mathbf S$ instead would make the constant too large whenever $L$, $S$ and $J$ are positive and obey the triangle rule. The problems below derive and compare the two squared lengths for Russell–Saunders coupling, with a spin factor of exactly 2; the Curie law itself, in which the constant is proportional to the squared length inserted, is taken as known.

## Operators, units and the multiplet state

Angular momenta are in units of $\hbar$. The orbital and spin operators $\mathbf L$ and $\mathbf S$ are triples of finite complex matrices, $\mathbf J=\mathbf L+\mathbf S$, and $\mathbf M=\mathbf L+2\mathbf S$ is the moment in units of minus the Bohr magneton.

```lean
import Mathlib

open Matrix
open scoped Kronecker

namespace LandeProjectedMoment

noncomputable section

variable {n : Type*} [Fintype n]
```

The Landé factor $g$ is a function of three real numbers, so integers and half-integers are both included.

```lean
/-- The Landé factor for quantum numbers `L`, `S`, `J`. It is physically meaningful for `J > 0`; at
`J = 0` Lean's division by zero makes the value 1. -/
def landeG (L S J : ℝ) : ℝ :=
  1 + (J * (J + 1) + S * (S + 1) - L * (L + 1)) / (2 * (J * (J + 1)))
```

`dotOp` is the scalar product of two vector operators, with the order of the factors kept.

```lean
/-- The scalar product `A · B` of two vector operators with three components. -/
def dotOp (A B : Fin 3 → Matrix n n ℂ) : Matrix n n ℂ := ∑ i, A i * B i

/-- The magnetic moment `L + 2S`, in units of minus the Bohr magneton. -/
def moment (L S : Fin 3 → Matrix n n ℂ) : Fin 3 → Matrix n n ℂ :=
  fun i => L i + (2 : ℂ) • S i
```

A multiplet state $\psi$ has sharp $\mathbf L^2$, $\mathbf S^2$ and $\mathbf J^2$, with quantum numbers written $l,s,j$ while $L$ and $S$ denote operators. The condition `comm` stands for orbital and spin motion acting on different degrees of freedom; only equal components are required to commute.

```lean
/-- The vector `ψ` satisfies the eigenvalue equations of `L²`, `S²` and `(L + S)²` with quantum
numbers `l`, `s`, `j`, and equal components of `L` and `S` commute. -/
structure IsMultiplet (L S : Fin 3 → Matrix n n ℂ) (ψ : n → ℂ) (l s j : ℝ) : Prop where
  comm : ∀ i, L i * S i = S i * L i
  orbital : dotOp L L *ᵥ ψ = ((l * (l + 1) : ℝ) : ℂ) • ψ
  spin : dotOp S S *ᵥ ψ = ((s * (s + 1) : ℝ) : ℂ) • ψ
  total : dotOp (L + S) (L + S) *ᵥ ψ = ((j * (j + 1) : ℝ) : ℂ) • ψ
```

The projection of $\mathbf M$ on $\mathbf J$ has squared length $(\mathbf M\cdot\mathbf J)^2/\mathbf J^2$. Replacing $\mathbf M$ by $g\mathbf J$ between the states of one level is a further step: it needs the angular momentum commutation relations, which `IsMultiplet` does not contain.

## (a) The squared moment

Express $\mathbf M^2$ through squares of angular momenta:
$$\mathbf M^2=2\mathbf J^2-\mathbf L^2+2\mathbf S^2 .$$

**Solution.** Expanding both squares gives
$$\mathbf M^2=\mathbf L^2+4\mathbf S^2+2(\mathbf L\cdot\mathbf S+\mathbf S\cdot\mathbf L),\qquad \mathbf J^2=\mathbf L^2+\mathbf S^2+\mathbf L\cdot\mathbf S+\mathbf S\cdot\mathbf L .$$
Eliminating the mixed terms gives the result, with no commutation needed. In Lean, `simp only` expands the three components and `module` compares coefficients.

```lean
/-- The squared moment is `(L + 2S)² = 2J² - L² + 2S²`, where `J = L + S`. -/
theorem moment_sq (L S : Fin 3 → Matrix n n ℂ) :
    dotOp (moment L S) (moment L S)
      = (2 : ℂ) • dotOp (L + S) (L + S) - dotOp L L + (2 : ℂ) • dotOp S S := by
  simp only [dotOp, moment, Fin.sum_univ_three, Pi.add_apply, add_mul, mul_add,
    Matrix.smul_mul, Matrix.mul_smul]
  module
```

## (b) The moment along J

For commuting equal components of $\mathbf L$ and $\mathbf S$, show that
$$\mathbf M\cdot\mathbf J=\tfrac12(3\mathbf J^2+\mathbf S^2-\mathbf L^2).$$

**Solution.** Now $\mathbf S\cdot\mathbf L=\mathbf L\cdot\mathbf S$, so $\mathbf M\cdot\mathbf J=\mathbf L^2+2\mathbf S^2+3\,\mathbf L\cdot\mathbf S$. Insert $\mathbf L\cdot\mathbf S=\tfrac12(\mathbf J^2-\mathbf L^2-\mathbf S^2)$ and collect terms. The proof is that of (a), with the commutation hypothesis `h` added to the expansion.

```lean
/-- If equal components of `L` and `S` commute, the moment along `J = L + S` is
`(L + 2S) · J = (3J² + S² - L²) / 2`. -/
theorem moment_dot_total (L S : Fin 3 → Matrix n n ℂ) (h : ∀ i, L i * S i = S i * L i) :
    dotOp (moment L S) (L + S) = (3 / 2 : ℂ) • dotOp (L + S) (L + S)
      + (1 / 2 : ℂ) • dotOp S S - (1 / 2 : ℂ) • dotOp L L := by
  simp only [dotOp, moment, Fin.sum_univ_three, Pi.add_apply, add_mul, mul_add,
    Matrix.smul_mul, h]
  module
```

## (c) Values on a multiplet state

For $j>0$, show that
$$\mathbf M^2\psi=[2j(j+1)-l(l+1)+2s(s+1)]\psi,\qquad \mathbf M\cdot\mathbf J\,\psi=g\,j(j+1)\psi .$$

**Solution.** Apply (a) to $\psi$ for the first equation. Applying (b) gives the eigenvalue $\tfrac12[3j(j+1)+s(s+1)-l(l+1)]$. Multiplying the definition of $g$ by $j(j+1)$ gives the same number, which is the step `hg`. The squared projected length is therefore $[g\,j(j+1)]^2/[j(j+1)]=g^2j(j+1)$.

```lean
/-- On a multiplet state with `j > 0`, the squared moment takes the value
`2j(j+1) - l(l+1) + 2s(s+1)`, and `(L + 2S) · J` takes the value `g j(j+1)`. -/
theorem multiplet_moments {L S : Fin 3 → Matrix n n ℂ} {ψ : n → ℂ} {l s j : ℝ}
    (h : IsMultiplet L S ψ l s j) (hj : 0 < j) :
    dotOp (moment L S) (moment L S) *ᵥ ψ
        = ((2 * (j * (j + 1)) - l * (l + 1) + 2 * (s * (s + 1)) : ℝ) : ℂ) • ψ ∧
      dotOp (moment L S) (L + S) *ᵥ ψ
        = ((landeG l s j * (j * (j + 1)) : ℝ) : ℂ) • ψ := by
  constructor
  · rw [moment_sq, Matrix.add_mulVec, Matrix.sub_mulVec, Matrix.smul_mulVec,
      Matrix.smul_mulVec, h.orbital, h.spin, h.total]
    push_cast
    module
  · -- clear the denominator of the Landé factor
    have hg : landeG l s j * (j * (j + 1))
        = 3 / 2 * (j * (j + 1)) + 1 / 2 * (s * (s + 1)) - 1 / 2 * (l * (l + 1)) := by
      have h1 : j + 1 ≠ 0 := by positivity
      unfold landeG
      field_simp
      ring
    rw [hg, moment_dot_total L S h.comm, Matrix.sub_mulVec, Matrix.add_mulVec,
      Matrix.smul_mulVec, Matrix.smul_mulVec, Matrix.smul_mulVec,
      h.orbital, h.spin, h.total]
    push_cast
    module
```

## (d) The gap as a polynomial

From here on $L,S,J$ are numbers. Put $p=L+S-J$, $q=J+L-S$, $r=J+S-L$ and $\sigma=J+L+S=p+q+r$. For $J>0$, show that
$$4J(J+1)\,\Delta=(\sigma+\tfrac32)\,pqr+(\tfrac{\sigma}{2}+1)(pq+qr+rp),$$
where $\Delta=2J(J+1)-L(L+1)+2S(S+1)-g^2J(J+1)$.

**Solution.** With $a=J(J+1)$, $b=L(L+1)$, $c=S(S+1)$ we have $g=(3a+c-b)/(2a)$, so
$$4a\Delta=8a^2-4ab+8ac-(3a+c-b)^2=2(ab+bc+ca)-a^2-b^2-c^2 .$$
Sort this by degree in $J,L,S$.

- Degree four: $4L^2S^2-(L^2+S^2-J^2)^2=[(L+S)^2-J^2][J^2-(L-S)^2]=\sigma pqr$.
- Degree three: $2(J^2p+S^2q+L^2r)$. Since $2J=q+r$, $2S=p+r$ and $2L=p+q$, this is $\tfrac12[(q+r)^2p+(p+r)^2q+(p+q)^2r]=\tfrac{\sigma}{2}(pq+qr+rp)+\tfrac32pqr$.
- Degree two: $2(JL+LS+SJ)-J^2-L^2-S^2=pq+qr+rp$, by the same substitution.

Their sum is the claim. Lean clears the denominators with `field_simp` and compares polynomials with `ring`.

```lean
/-- For `J > 0`, the gap between the squared full and projected moments, times `4J(J+1)`, is a
polynomial in the three triangle differences `L+S-J`, `J+L-S`, `J+S-L`. -/
theorem moment_gap (L S J : ℝ) (hJ : 0 < J) :
    4 * (J * (J + 1)) * (2 * (J * (J + 1)) - L * (L + 1) + 2 * (S * (S + 1))
        - landeG L S J ^ 2 * (J * (J + 1)))
      = (J + L + S + 3 / 2) * ((L + S - J) * (J + L - S) * (J + S - L))
        + ((J + L + S) / 2 + 1) * ((L + S - J) * (J + L - S)
          + (J + L - S) * (J + S - L) + (J + S - L) * (L + S - J)) := by
  have h1 : J + 1 ≠ 0 := by positivity
  unfold landeG
  field_simp
  ring
```

## (e) The strict inequality

For $L,S,J>0$ and $|L-S|\le J\le L+S$, show that
$$g^2J(J+1)<2J(J+1)-L(L+1)+2S(S+1).$$

**Solution.** The triangle rule gives $p,q,r\ge0$. If $p=0$, then $q=2L>0$ and $r=2S>0$, so $qr>0$. If $p>0$, then $p(q+r)=2Jp>0$. Either way $pq+qr+rp>0$ (`he`), while $pqr\ge0$. The right side of (d) is positive, and dividing by $4J(J+1)>0$ gives $\Delta>0$.

Without the bound $J\le L+S$, even the non-strict inequality can fail. For $L=S=\tfrac12$ and $J=2$ one finds $g=\tfrac32$, and the left side is $13.5$ against $12.75$ on the right.

```lean
/-- For positive `L`, `S`, `J` obeying the triangle rule, the squared length `g²J(J+1)` of the
projected moment is strictly less than that of the full moment, `2J(J+1) - L(L+1) + 2S(S+1)`. -/
theorem projected_lt_full {L S J : ℝ} (hL : 0 < L) (hS : 0 < S) (hJ : 0 < J)
    (hlow : |L - S| ≤ J) (hhigh : J ≤ L + S) :
    landeG L S J ^ 2 * (J * (J + 1))
      < 2 * (J * (J + 1)) - L * (L + 1) + 2 * (S * (S + 1)) := by
  obtain ⟨h1, h2⟩ := abs_le.mp hlow
  have hp : 0 ≤ L + S - J := by linarith
  have hq : 0 ≤ J + L - S := by linarith
  have hr : 0 ≤ J + S - L := by linarith
  -- at most one triangle difference vanishes, so the pair products do not all vanish
  have he : 0 < (L + S - J) * (J + L - S)
      + (J + L - S) * (J + S - L) + (J + S - L) * (L + S - J) := by
    rcases hp.eq_or_lt with h0 | h0
    · have hq' : 0 < J + L - S := by linarith
      have hr' : 0 < J + S - L := by linarith
      have := mul_pos hq' hr'
      rw [← h0]
      linarith
    · have h3 : 0 < (L + S - J) * (2 * J) := by positivity
      have h4 := mul_nonneg hq hr
      linarith
  have hpqr := mul_nonneg (mul_nonneg hp hq) hr
  have hgap := moment_gap L S J hJ
  have hpos : 0 < 4 * (J * (J + 1)) * (2 * (J * (J + 1)) - L * (L + 1)
      + 2 * (S * (S + 1)) - landeG L S J ^ 2 * (J * (J + 1))) := by
    rw [hgap]
    exact add_pos_of_nonneg_of_pos (mul_nonneg (by positivity) hpqr)
      (mul_pos (by positivity) he)
  exact sub_pos.mp (pos_of_mul_pos_right hpos (by positivity))
```

## (f) When the lengths agree

For $L,S\ge0$, $J>0$ and the triangle rule, show that
$$g^2J(J+1)=2J(J+1)-L(L+1)+2S(S+1)\iff L=0\ \text{or}\ S=0 .$$

**Solution.** If neither vanishes, (e) excludes equality. If $L=0$, the triangle rule forces $J=S$, so $p=q=0$. If $S=0$, it forces $J=L$, so $p=r=0$. Two vanishing differences remove every term in (d), hence $\Delta=0$. These are the pure-spin and pure-orbital moments, both parallel to $\mathbf J$.

```lean
/-- For nonnegative `L`, `S` and positive `J` obeying the triangle rule, the projected and full
moments have equal length exactly when `L = 0` or `S = 0`. -/
theorem projected_eq_full_iff {L S J : ℝ} (hL : 0 ≤ L) (hS : 0 ≤ S) (hJ : 0 < J)
    (hlow : |L - S| ≤ J) (hhigh : J ≤ L + S) :
    landeG L S J ^ 2 * (J * (J + 1))
      = 2 * (J * (J + 1)) - L * (L + 1) + 2 * (S * (S + 1)) ↔ L = 0 ∨ S = 0 := by
  obtain ⟨h1, h2⟩ := abs_le.mp hlow
  constructor
  · intro h
    by_contra hne
    rw [not_or] at hne
    exact (projected_lt_full (lt_of_le_of_ne hL (Ne.symm hne.1))
      (lt_of_le_of_ne hS (Ne.symm hne.2)) hJ hlow hhigh).ne h
  · intro h
    have hz : 4 * (J * (J + 1)) * (2 * (J * (J + 1)) - L * (L + 1)
        + 2 * (S * (S + 1)) - landeG L S J ^ 2 * (J * (J + 1))) = 0 := by
      rw [moment_gap L S J hJ]
      rcases h with h0 | h0
      · have hJS : J = S := by linarith
        rw [h0, hJS]
        ring
      · have hJL : J = L := by linarith
        rw [h0, hJL]
        ring
    have ha : 4 * (J * (J + 1)) ≠ 0 := by positivity
    exact (sub_eq_zero.mp ((mul_eq_zero.mp hz).resolve_left ha)).symm
```

## (g) A single p electron

The definition of a multiplet state also admits $\psi=0$. Show that the p-electron state $(x+iy)$ with spin up is a nonzero example, with
$$l=1,\qquad s=\tfrac12,\qquad j=\tfrac32 .$$

The orbital matrices use the Cartesian basis, and the Kronecker product joins orbit and spin.

```lean
/-- Orbital angular momentum of a p shell in the Cartesian basis `x, y, z`. -/
def orb : Fin 3 → Matrix (Fin 3) (Fin 3) ℂ :=
  ![!![0, 0, 0; 0, 0, -Complex.I; 0, Complex.I, 0],
    !![0, 0, Complex.I; 0, 0, 0; -Complex.I, 0, 0],
    !![0, -Complex.I, 0; Complex.I, 0, 0; 0, 0, 0]]

/-- The spin-1/2 matrices. -/
def spinHalf : Fin 3 → Matrix (Fin 2) (Fin 2) ℂ :=
  ![!![0, 1 / 2; 1 / 2, 0], !![0, -Complex.I / 2; Complex.I / 2, 0], !![1 / 2, 0; 0, -1 / 2]]
```

The vector in the code has norm $\sqrt2$; the normalised state is $(x+iy)/\sqrt2$ with spin up, and has the same eigenvalues.

```lean
/-- The p-electron state with orbital part `x + iy` and spin up (not normalised). -/
def stretched : Fin 3 × Fin 2 → ℂ := fun a => ![1, Complex.I, 0] a.1 * ![1, 0] a.2
```

**Solution.** Squaring the matrices gives $\mathbf L^2=2$ and $\mathbf S^2=\tfrac34$ (`ho`, `hs`). Write $\mathbf L\cdot\mathbf S=L_zS_z+\tfrac12(L_+S_-+L_-S_+)$, with $L_\pm=L_x\pm iL_y$ and $S_\pm=S_x\pm iS_y$. Both raising operators annihilate the state, so $\mathbf L\cdot\mathbf S$ has the value $1\cdot\tfrac12$ (`hls`). Then $\mathbf J^2=2+\tfrac34+1=\tfrac{15}4=\tfrac32\cdot\tfrac52$. Lean checks the matrix identities entry by entry.

Here $g=\tfrac43$, so the squared projected length is $\tfrac{20}3$ and the squared full length is $7$.

```lean
/-- The stretched p-electron state is a nonzero multiplet state with `l = 1`, `s = 1/2`,
`j = 3/2`. -/
theorem isMultiplet_witness :
    IsMultiplet (fun i => orb i ⊗ₖ (1 : Matrix (Fin 2) (Fin 2) ℂ))
      (fun i => (1 : Matrix (Fin 3) (Fin 3) ℂ) ⊗ₖ spinHalf i) stretched 1 (1 / 2) (3 / 2)
      ∧ stretched ≠ 0 := by
  have hI := Complex.I_mul_I
  have ho : orb 0 * orb 0 + orb 1 * orb 1 + orb 2 * orb 2 = (2 : ℂ) • 1 := by
    ext i j
    fin_cases i <;> fin_cases j <;>
      simp [orb] <;> grind
  have hs : spinHalf 0 * spinHalf 0 + spinHalf 1 * spinHalf 1 + spinHalf 2 * spinHalf 2
      = (3 / 4 : ℂ) • 1 := by
    ext i j
    fin_cases i <;> fin_cases j <;>
      simp [spinHalf] <;> grind
  -- the spin-orbit product L · S has the value 1/2 on the stretched state
  have hls : (orb 0 ⊗ₖ spinHalf 0 + orb 1 ⊗ₖ spinHalf 1 + orb 2 ⊗ₖ spinHalf 2) *ᵥ stretched
      = (1 / 2 : ℂ) • stretched := by
    ext ⟨a, b⟩
    fin_cases a <;> fin_cases b <;>
      simp [orb, spinHalf, stretched, Matrix.mulVec, dotProduct, Fintype.sum_prod_type,
        Fin.sum_univ_succ] <;> grind
  refine ⟨⟨fun i => ?_, ?_, ?_, ?_⟩, fun h => ?_⟩
  · simp only [← Matrix.mul_kronecker_mul, one_mul, mul_one]
  · simp only [dotOp, Fin.sum_univ_three, ← Matrix.mul_kronecker_mul, one_mul,
      ← Matrix.add_kronecker]
    rw [ho, Matrix.smul_kronecker, Matrix.one_kronecker_one, Matrix.smul_mulVec,
      Matrix.one_mulVec]
    push_cast
    module
  · simp only [dotOp, Fin.sum_univ_three, ← Matrix.mul_kronecker_mul, one_mul,
      ← Matrix.kronecker_add]
    rw [hs, Matrix.kronecker_smul, Matrix.one_kronecker_one, Matrix.smul_mulVec,
      Matrix.one_mulVec]
    push_cast
    module
  · -- J² = L² + S² + 2 L · S
    have hJ : dotOp ((fun i => orb i ⊗ₖ (1 : Matrix (Fin 2) (Fin 2) ℂ))
          + fun i => (1 : Matrix (Fin 3) (Fin 3) ℂ) ⊗ₖ spinHalf i)
        ((fun i => orb i ⊗ₖ (1 : Matrix (Fin 2) (Fin 2) ℂ))
          + fun i => (1 : Matrix (Fin 3) (Fin 3) ℂ) ⊗ₖ spinHalf i)
        = (orb 0 * orb 0 + orb 1 * orb 1 + orb 2 * orb 2) ⊗ₖ 1
          + 1 ⊗ₖ (spinHalf 0 * spinHalf 0 + spinHalf 1 * spinHalf 1 + spinHalf 2 * spinHalf 2)
          + (2 : ℂ) • (orb 0 ⊗ₖ spinHalf 0 + orb 1 ⊗ₖ spinHalf 1 + orb 2 ⊗ₖ spinHalf 2) := by
      simp only [dotOp, Fin.sum_univ_three, Pi.add_apply, add_mul, mul_add,
        ← Matrix.mul_kronecker_mul, one_mul, mul_one, Matrix.add_kronecker,
        Matrix.kronecker_add]
      module
    rw [hJ, ho, hs, Matrix.smul_kronecker, Matrix.kronecker_smul, Matrix.one_kronecker_one,
      Matrix.add_mulVec, Matrix.add_mulVec, Matrix.smul_mulVec, Matrix.smul_mulVec,
      Matrix.smul_mulVec, Matrix.one_mulVec, hls]
    push_cast
    module
  · have h0 := congrFun h (0, 0)
    simp [stretched] at h0

end

end LandeProjectedMoment
```

```lean
#print axioms LandeProjectedMoment.multiplet_moments
-- 'LandeProjectedMoment.multiplet_moments' depends on axioms: [propext, Classical.choice, Quot.sound]
#print axioms LandeProjectedMoment.projected_eq_full_iff
-- 'LandeProjectedMoment.projected_eq_full_iff' depends on axioms: [propext, Classical.choice, Quot.sound]
```
